# Truncation error of the two-dimensional logarithmic multipole expansion

Put one unit charge at $a$ on the real axis and observe it at $r$, with $0 \le a < r$. With $c = a/r$, the logarithmic potential is

$$\ln(r-a) = \ln r + \ln(1-c) = \ln r - c - \frac{c^2}{2} - \frac{c^3}{3} - \cdots$$

Keeping $p$ terms of the series after $\ln r$ leaves out $c^{p+1}/(p+1) + c^{p+2}/(p+2) + \cdots$. This tail is at least its first term. It is also at most $c^{p+1}/(p+1)$ times the geometric series $1 + c + c^2 + \cdots = 1/(1-c)$. The upper estimate extends to any finite set of charges in the plane that all lie closer to the origin than the observation point, once each is weighted by its magnitude and $a$ is taken as the largest distance of a charge from the origin. The lower one does not: errors of opposite sign can cancel, and even a single charge off the axis can have a smaller error.

## The bound

Let real charges $q_i$ sit at complex positions $s_i$, and let $z$ be the observation point. Define the potential, the total charge and the moments by

$$\Phi(z) = \sum_i q_i \ln|z-s_i|, \qquad Q = \sum_i q_i, \qquad M_k = \sum_i q_i s_i^k .$$

The expansion of order $p$ is

$$\Phi_p(z) = Q\ln|z| - \mathrm{Re}\sum_{k=0}^{p-1} \frac{M_{k+1}}{(k+1)\,z^{k+1}} .$$

If $|s_i| \le a < |z|$ for every $i$, and $c = a/|z|$, then

$$|\Phi(z)-\Phi_p(z)| \le \Big(\sum_i |q_i|\Big)\frac{c^{p+1}}{(p+1)(1-c)} .$$

For $p=0$ only the monopole term $Q\ln|z|$ is kept, and the last factor is $c/(1-c)$.

## Where a code relies on it

A two-dimensional tree or fast multipole code for finitely many charges in free space replaces a distant cluster by its moments, and the bound gives an order $p$ sufficient for a chosen tolerance on that replacement. Positions are measured from the expansion centre: for a cell centred at $z_0$, use $s_i - z_0$ and $z - z_0$.

At $c = 1/2$ the error per unit of $\sum_i|q_i|$ is at most $2^{-p}/(p+1)$. Order 16 brings this below $10^{-6}$; order 15 does not.

**A check by hand.** Take charges $+1$ at $1$ and $-1$ at $-1$, observed at $z = 2$, with $a = 1$ and $p = 2$. Then $Q = 0$, $M_1 = 2$ and $M_2 = 0$, so $\Phi_2 = -2/2 = -1$. The exact potential is $\ln 1 - \ln 3 \approx -1.0986$, and the error is about $0.0986$. The bound gives

$$2\cdot\frac{(1/2)^3}{3\cdot(1/2)} = \frac16 \approx 0.167 .$$

This test catches a wrong sign in front of the moment sum, which would give $+1$ and an error of about $2.1$. It does not catch a missing factor $1/(k+1)$: that factor is $1$ for $M_1$, and $M_2$ is zero.

## Derivation

**The logarithm.** For $|w| \le c < 1$, the Taylor series is $\log(1-w) = -\sum_{k\ge0} w^{k+1}/(k+1)$. Removing its first $p$ terms leaves a remainder bounded by

$$\sum_{k\ge p}\frac{|w|^{k+1}}{k+1} \le \frac{1}{p+1}\sum_{k\ge p}c^{k+1} = \frac{c^{p+1}}{(p+1)(1-c)} .$$

**One charge.** Let $|s| \le a < |z|$, so $z \ne 0$, and write $z - s = z(1-s/z)$. Taking absolute values and then logarithms gives

$$\ln|z-s| = \ln|z| + \mathrm{Re}\,\log(1-s/z) .$$

Put $w = s/z$, for which $|w| \le a/|z| = c < 1$. The difference between the exact potential and the truncated expansion is the real part of the logarithm's remainder. Since $|\mathrm{Re}\,u| \le |u|$, the same bound applies.

**Many charges.** Exchanging the two finite sums gives

$$\sum_{k=0}^{p-1}\frac{M_{k+1}}{(k+1)z^{k+1}} = \sum_i q_i\sum_{k=0}^{p-1}\frac{s_i^{k+1}}{(k+1)z^{k+1}} .$$

Because each $q_i$ is real, it passes through the real part. Thus $\Phi-\Phi_p$ is the sum of the one-charge errors weighted by $q_i$, and the triangle inequality gives the result.

**A neighbouring result.** Exchanging the roles of source and observation point gives the local expansion of distant charges. If $|z| \le b < \rho \le |s_i|$ for every $i$, then

$$\sum_i q_i\ln|s_i| - \mathrm{Re}\sum_{k=0}^{p-1}\frac{z^{k+1}}{k+1}\sum_i\frac{q_i}{s_i^{k+1}}$$

approximates $\Phi(z)$ with the same error bound, now with $c = b/\rho$. This version is a pencil-and-paper corollary and does not appear in the Lean file.

## The Lean file

```lean
import Mathlib

open Finset Filter

namespace LogMultipole

noncomputable section

variable {ι : Type*} [Fintype ι]

/-- The two-dimensional logarithmic potential `∑ qᵢ ln |z - sᵢ|` at `z` of charges `qᵢ`
at the points `sᵢ` of the complex plane. -/
def logPotential (q : ι → ℝ) (s : ι → ℂ) (z : ℂ) : ℝ :=
  ∑ i, q i * Real.log ‖z - s i‖

/-- The complex multipole moment `∑ qᵢ sᵢ ^ k` of order `k`. -/
def moment (q : ι → ℝ) (s : ι → ℂ) (k : ℕ) : ℂ :=
  ∑ i, (q i : ℂ) * s i ^ k

/-- The multipole expansion of order `p`: total charge times `ln |z|`, minus the real part of
the sum of `moment k / (k z ^ k)` over `k = 1, ..., p`. -/
def multipole (q : ι → ℝ) (s : ι → ℂ) (p : ℕ) (z : ℂ) : ℝ :=
  (∑ i, q i) * Real.log ‖z‖ -
    (∑ k ∈ range p, moment q s (k + 1) / (((k : ℂ) + 1) * z ^ (k + 1))).re

/-- Remainder of the Taylor series of `log (1 - w)` after `p` terms, uniformly on the disc
of radius `c < 1`. -/
theorem log_remainder {w : ℂ} {c : ℝ} (hw : ‖w‖ ≤ c) (hc : c < 1) (p : ℕ) :
    ‖Complex.log (1 - w) + ∑ k ∈ range p, w ^ (k + 1) / ((k : ℂ) + 1)‖ ≤
      c ^ (p + 1) / (((p : ℝ) + 1) * (1 - c)) := by
  have h := Complex.norm_log_sub_logTaylor_le p (z := -w) (by rw [norm_neg]; linarith)
  have hterm : ∀ k : ℕ, (-1 : ℂ) ^ (k + 1 + 1) * (-w) ^ (k + 1) / ((k + 1 : ℕ) : ℂ) =
      -(w ^ (k + 1) / ((k : ℂ) + 1)) := by
    intro k
    have h1 : (-1 : ℂ) ^ (k + 1) * (-1 : ℂ) ^ (k + 1) = 1 := by
      rw [← mul_pow]; norm_num
    have h2 : (-1 : ℂ) ^ (k + 1 + 1) * (-w) ^ (k + 1) = -w ^ (k + 1) := by
      rw [neg_pow w, pow_succ (-1 : ℂ) (k + 1)]
      linear_combination (-w ^ (k + 1)) * h1
    rw [h2, neg_div]
    push_cast
    rfl
  have ht : Complex.logTaylor (p + 1) (-w) =
      -∑ k ∈ range p, w ^ (k + 1) / ((k : ℂ) + 1) := by
    simp only [Complex.logTaylor, Finset.sum_range_succ']
    rw [Finset.sum_congr rfl (fun k _ => hterm k)]
    simp
  rw [ht, sub_neg_eq_add, ← sub_eq_add_neg, norm_neg] at h
  refine h.trans ?_
  -- the remainder grows with the radius
  have h0 : 0 ≤ c := (norm_nonneg w).trans hw
  have h1 : 0 < 1 - c := by linarith
  have h2 : 0 < 1 - ‖w‖ := by linarith
  calc ‖w‖ ^ (p + 1) * (1 - ‖w‖)⁻¹ / ((p : ℝ) + 1)
      ≤ c ^ (p + 1) * (1 - c)⁻¹ / ((p : ℝ) + 1) := by gcongr
    _ = c ^ (p + 1) / (((p : ℝ) + 1) * (1 - c)) := by
      simp only [div_eq_mul_inv, mul_inv]
      ring

/-- Truncation error of the multipole expansion for one unit charge at `s`, with
`|s| ≤ a < |z|`. -/
theorem unit_charge_bound {s z : ℂ} {a : ℝ} (hs : ‖s‖ ≤ a) (ha : a < ‖z‖) (p : ℕ) :
    |Real.log ‖z - s‖ - (Real.log ‖z‖ -
      (∑ k ∈ range p, s ^ (k + 1) / (((k : ℂ) + 1) * z ^ (k + 1))).re)| ≤
      (a / ‖z‖) ^ (p + 1) / (((p : ℝ) + 1) * (1 - a / ‖z‖)) := by
  have hz : 0 < ‖z‖ := (norm_nonneg s).trans_lt (hs.trans_lt ha)
  have hz0 : z ≠ 0 := norm_pos_iff.mp hz
  have hw : ‖s / z‖ ≤ a / ‖z‖ := by rw [norm_div]; gcongr
  have hc : a / ‖z‖ < 1 := (div_lt_one hz).mpr ha
  have hne : 1 - s / z ≠ 0 := by
    intro h
    rw [← sub_eq_zero.mp h, norm_one] at hw
    linarith
  -- factor out the distance to the origin
  have hf : z - s = z * (1 - s / z) := by field_simp
  have hlog : Real.log ‖z - s‖ = Real.log ‖z‖ + (Complex.log (1 - s / z)).re := by
    rw [hf, norm_mul, Real.log_mul hz.ne' (norm_ne_zero_iff.mpr hne), Complex.log_re]
  have hsum : ∑ k ∈ range p, s ^ (k + 1) / (((k : ℂ) + 1) * z ^ (k + 1)) =
      ∑ k ∈ range p, (s / z) ^ (k + 1) / ((k : ℂ) + 1) :=
    Finset.sum_congr rfl fun k _ => by rw [div_pow, div_div, mul_comm]
  have he : ∀ (x : ℝ) (L S : ℂ), x + L.re - (x - S.re) = (L + S).re := by
    intro x L S
    rw [Complex.add_re]; ring
  rw [hlog, hsum, he]
  exact (Complex.abs_re_le_norm _).trans (log_remainder hw hc p)

/-- Superposition: the multipole expansion of a set of charges is the charge-weighted sum of
the expansions of unit charges. -/
theorem multipole_eq_sum (q : ι → ℝ) (s : ι → ℂ) (p : ℕ) (z : ℂ) :
    multipole q s p z = ∑ i, q i * (Real.log ‖z‖ -
      (∑ k ∈ range p, s i ^ (k + 1) / (((k : ℂ) + 1) * z ^ (k + 1))).re) := by
  have h : ∑ k ∈ range p, moment q s (k + 1) / (((k : ℂ) + 1) * z ^ (k + 1)) =
      ∑ i, (q i : ℂ) * ∑ k ∈ range p, s i ^ (k + 1) / (((k : ℂ) + 1) * z ^ (k + 1)) := by
    simp only [moment, Finset.sum_div, Finset.mul_sum]
    rw [Finset.sum_comm]
    exact Finset.sum_congr rfl fun i _ => Finset.sum_congr rfl fun k _ => by
      rw [mul_div_assoc]
  rw [multipole, h, Complex.re_sum]
  simp only [Complex.re_ofReal_mul, mul_sub, Finset.sum_sub_distrib, Finset.sum_mul]

/-- Logarithmic multipole bound: for charges in the disc of radius `a < |z|`, the expansion of
order `p` misses the potential at `z` by at most
`∑ |qᵢ| c ^ (p + 1) / ((p + 1) (1 - c))`, where `c = a / |z|`. -/
theorem multipole_bound (q : ι → ℝ) (s : ι → ℂ) {z : ℂ} {a : ℝ}
    (hs : ∀ i, ‖s i‖ ≤ a) (ha : a < ‖z‖) (p : ℕ) :
    |logPotential q s z - multipole q s p z| ≤
      (∑ i, |q i|) * ((a / ‖z‖) ^ (p + 1) / (((p : ℝ) + 1) * (1 - a / ‖z‖))) := by
  rw [multipole_eq_sum, logPotential, ← Finset.sum_sub_distrib, Finset.sum_mul]
  refine (Finset.abs_sum_le_sum_abs _ _).trans (Finset.sum_le_sum fun i _ => ?_)
  rw [← mul_sub, abs_mul]
  exact mul_le_mul_of_nonneg_left (unit_charge_bound (hs i) ha p) (abs_nonneg _)

/-- At a point farther from the origin than every charge, the multipole expansion converges to
the potential as its order grows. -/
theorem multipole_tendsto (q : ι → ℝ) (s : ι → ℂ) {z : ℂ} (hs : ∀ i, ‖s i‖ < ‖z‖) :
    Tendsto (fun p => multipole q s p z) atTop (nhds (logPotential q s z)) := by
  simp only [multipole_eq_sum, logPotential]
  refine tendsto_finsetSum _ fun i _ => Tendsto.const_mul _ ?_
  have hz : 0 < ‖z‖ := (norm_nonneg _).trans_lt (hs i)
  have h0 : 0 ≤ ‖s i‖ / ‖z‖ := by positivity
  have h1 : ‖s i‖ / ‖z‖ < 1 := (div_lt_one hz).mpr (hs i)
  have hd : 0 < 1 - ‖s i‖ / ‖z‖ := by linarith
  -- the error is dominated by a geometric sequence
  have hlim := ((tendsto_pow_atTop_nhds_zero_of_lt_one h0 h1).comp
    (tendsto_add_atTop_nat 1)).div_const (1 - ‖s i‖ / ‖z‖)
  rw [zero_div] at hlim
  rw [tendsto_iff_dist_tendsto_zero]
  refine squeeze_zero (fun _ => dist_nonneg) (fun p => ?_) hlim
  rw [dist_comm, Real.dist_eq]
  refine (unit_charge_bound le_rfl (hs i) p).trans ?_
  refine div_le_div_of_nonneg_left (pow_nonneg h0 _) hd ?_
  have hp : (0 : ℝ) ≤ p := Nat.cast_nonneg p
  nlinarith [mul_nonneg hp hd.le]

/-- If the total charge and the moments of orders `1, ..., p` vanish, the potential itself
obeys the bound of order `p + 1` in `a / |z|`. -/
theorem potential_bound_of_moments_zero (q : ι → ℝ) (s : ι → ℂ) {z : ℂ} {a : ℝ}
    (hs : ∀ i, ‖s i‖ ≤ a) (ha : a < ‖z‖) (p : ℕ) (hQ : ∑ i, q i = 0)
    (hM : ∀ k, 1 ≤ k → k ≤ p → moment q s k = 0) :
    |logPotential q s z| ≤
      (∑ i, |q i|) * ((a / ‖z‖) ^ (p + 1) / (((p : ℝ) + 1) * (1 - a / ‖z‖))) := by
  have h := multipole_bound q s hs ha p
  have h0 : multipole q s p z = 0 := by
    rw [multipole, hQ, Finset.sum_eq_zero]
    · simp
    · intro k hk
      have hk' := Finset.mem_range.mp hk
      rw [hM (k + 1) (by omega) (by omega), zero_div]
  rwa [h0, sub_zero] at h

/-- For a unit charge at `a ≥ 0` on the real axis, observed at `r > a` on the same axis, the
truncation error is at least `(a / r) ^ (p + 1) / (p + 1)`. -/
theorem unit_charge_lower_bound {a r : ℝ} (ha : 0 ≤ a) (har : a < r) (p : ℕ) :
    (a / r) ^ (p + 1) / ((p : ℝ) + 1) ≤
      |logPotential (fun _ : Fin 1 => 1) (fun _ => (a : ℂ)) (r : ℂ) -
        multipole (fun _ : Fin 1 => 1) (fun _ => (a : ℂ)) p (r : ℂ)| := by
  have hr : 0 < r := ha.trans_lt har
  have h0 : 0 ≤ a / r := by positivity
  have h1 : a / r < 1 := (div_lt_one hr).mpr har
  have hd : 0 < 1 - a / r := by linarith
  -- all terms of the series are nonnegative, so the first omitted one bounds the error
  have hS := Real.hasSum_pow_div_log_of_abs_lt_one
    (show |a / r| < 1 by rw [abs_of_nonneg h0]; exact h1)
  have hle := sum_le_hasSum (Finset.range (p + 1)) (fun k _ => by positivity) hS
  rw [Finset.sum_range_succ] at hle
  have hP : logPotential (fun _ : Fin 1 => 1) (fun _ => (a : ℂ)) (r : ℂ) =
      Real.log r + Real.log (1 - a / r) := by
    have hf : r - a = r * (1 - a / r) := by field_simp
    simp only [logPotential, Finset.univ_unique, Finset.sum_singleton, one_mul]
    rw [← Complex.ofReal_sub, Complex.norm_real, Real.norm_of_nonneg (by linarith), hf,
      Real.log_mul hr.ne' hd.ne']
  have hE : multipole (fun _ : Fin 1 => 1) (fun _ => (a : ℂ)) p (r : ℂ) =
      Real.log r - ∑ k ∈ range p, (a / r) ^ (k + 1) / ((k : ℝ) + 1) := by
    have hc : ∑ k ∈ range p, (a : ℂ) ^ (k + 1) / (((k : ℂ) + 1) * (r : ℂ) ^ (k + 1)) =
        ((∑ k ∈ range p, (a / r) ^ (k + 1) / ((k : ℝ) + 1) : ℝ) : ℂ) := by
      rw [Complex.ofReal_sum]
      refine Finset.sum_congr rfl fun k _ => ?_
      push_cast
      rw [div_pow, div_div, mul_comm]
    rw [multipole_eq_sum]
    simp only [Finset.univ_unique, Finset.sum_singleton, one_mul]
    rw [hc, Complex.ofReal_re, Complex.norm_real, Real.norm_of_nonneg hr.le]
  rw [hP, hE, abs_sub_comm]
  refine le_trans ?_ (le_abs_self _)
  linarith

end

end LogMultipole
```

```lean
#print axioms LogMultipole.multipole_bound
#print axioms LogMultipole.multipole_tendsto
#print axioms LogMultipole.potential_bound_of_moments_zero
#print axioms LogMultipole.unit_charge_lower_bound
```

```
'LogMultipole.multipole_bound' depends on axioms: [propext, Classical.choice, Quot.sound]
'LogMultipole.multipole_tendsto' depends on axioms: [propext, Classical.choice, Quot.sound]
'LogMultipole.potential_bound_of_moments_zero' depends on axioms: [propext, Classical.choice, Quot.sound]
'LogMultipole.unit_charge_lower_bound' depends on axioms: [propext, Classical.choice, Quot.sound]
```

## Reading the statements

The finite type `ι` labels the charges, `q : ι → ℝ` gives their strengths and `s : ι → ℂ` their positions. The definitions `logPotential`, `moment` and `multipole` are $\Phi$, $M_k$ and $\Phi_p$. `Real.log ‖z - s i‖` is the natural logarithm of a distance, and `range p` runs over $k = 0,\dots,p-1$.

`multipole_bound` is the main estimate. Its hypotheses `hs` and `ha` say that every charge lies in the closed disc of radius $a$ and that $z$ lies strictly outside it. With at least one charge present, they force $z\ne0$ and $0\le c<1$; with no charges, both sides of the bound are zero.

Three further theorems concern the use of the expansion:

- `multipole_tendsto` says that $\Phi_p(z)\to\Phi(z)$ as $p\to\infty$ whenever $z$ is farther from the origin than every charge.
- `potential_bound_of_moments_zero` keeps the hypotheses $|s_i|\le a<|z|$ of the main estimate and adds $Q=0$ and $M_k=0$ for $1\le k\le p$. The potential itself then satisfies the bound.
- `unit_charge_lower_bound` treats the opening example and shows that its error is at least $c^{p+1}/(p+1)$. For that example, the upper bound therefore overestimates a nonzero error by at most a factor $1/(1-c)$.

## How the proof follows the derivation

`log_remainder` starts from Mathlib's remainder estimate for $\log(1+x)$ at $x=-w$. The steps `hterm` and `ht` put the signs into the form used above, and the final `calc` replaces $|w|$ by the larger radius $c$.

In `unit_charge_bound`, `hf` factors out $z$, `hlog` takes logarithms and `hsum` rewrites the series in powers of $s/z$. The last line bounds a real part by a norm and applies `log_remainder`.

`multipole_eq_sum` exchanges the sums with `Finset.sum_comm`. `multipole_bound` then applies the triangle inequality and the one-charge estimate to each term.

For convergence, `multipole_tendsto` works charge by charge, with $c_i=|s_i|/|z|$, and squeezes each error below $c_i^{p+1}/(1-c_i)$. The vanishing-moment theorem shows that `multipole` is zero and substitutes this into the main bound. The lower bound compares the full series for $-\ln(1-c)$ with its first $p+1$ terms, all nonnegative; subtracting the $p$ retained terms leaves the first omitted one.

## Limits for use in a code

The bound controls absolute truncation error in exact arithmetic. Where charges nearly cancel, the potential may be small and the relative error large. Rounding in the moments, in the powers of $z$ or in the final sum needs a separate estimate, as does the error of converting a multipole expansion into a truncated local one. Shifting the moments to a new centre is exact apart from rounding; the bound then applies with distances measured from that centre.

The potential here is $\sum_i q_i\ln|z-s_i|$, without physical prefactors. For line charges $\lambda_i$ in SI units, multiply by $-1/(2\pi\varepsilon_0)$ with $q_i=\lambda_i$; the error bound scales by $1/(2\pi\varepsilon_0)$.

The theorems treat finitely many charges in the open plane. They do not cover periodic images, the three-dimensional $1/r$ potential or forces, whose truncation error requires a bound on the derivative.
